# The squared differences of a Hermitian matrix's nonzero eigenvalues sum to a value fixed by its rank, Tr A and Tr A²

For an observable on a finite-dimensional space, given as a complex Hermitian matrix A, `eigenvalue_spread` says that the sum of (λᵢ − λⱼ)² over all ordered pairs of nonzero eigenvalues, counted with multiplicity, equals 2(rank(A) Tr(A²) − (Tr A)²). Neither positivity nor unit trace is assumed; if A is a density matrix with trace one, the right-hand side becomes 2(rank(A) Tr(A²) − 1), where Tr(A²) is the purity. The proof applies a general identity for squared differences in a finite family of real numbers. It then identifies the sums of the nonzero eigenvalues and of their squares with the real parts of Tr A and Tr(A²), and the number of nonzero eigenvalues with the rank.

As first written in Lean, the proof fails:

```lean
import Mathlib

open Matrix

namespace EigenvalueSpread

noncomputable section

variable {m : Type*} [Fintype m] [DecidableEq m]

/-- The sum of all squared differences in a finite family of real numbers is twice the
deficit in the Cauchy-Schwarz inequality between its sum and its sum of squares. -/
theorem sum_sq_differences {ι : Type*} (s : Finset ι) (f : ι → ℝ) :
    ∑ i ∈ s, ∑ j ∈ s, (f i - f j) ^ 2
      = 2 * ((s.card : ℝ) * ∑ i ∈ s, f i ^ 2 - (∑ i ∈ s, f i) ^ 2) := by
  have inner_sum : ∀ i, ∑ j ∈ s, (f i - f j) ^ 2
      = (s.card : ℝ) * f i ^ 2 - 2 * f i * ∑ j ∈ s, f j + ∑ j ∈ s, f j ^ 2 := by
    intro i
    simp only [sub_sq, Finset.sum_add_distrib, Finset.sum_sub_distrib, Finset.sum_const,
      nsmul_eq_mul, Finset.mul_sum]
  simp only [inner_sum, Finset.sum_add_distrib, Finset.sum_sub_distrib, Finset.sum_const,
    nsmul_eq_mul, ← Finset.sum_mul, ← Finset.mul_sum]
  ring

/-- For a Hermitian matrix, the trace of the square is the sum of the squared eigenvalues. -/
theorem trace_sq_eq_sum_eigenvalues {A : Matrix m m ℂ} (hA : A.IsHermitian) :
    (A * A).trace = ∑ i, ((hA.eigenvalues i ^ 2 : ℝ) : ℂ) := by
  -- the trace of the square does not change under a unitary change of basis
  have key : ∀ U D : Matrix m m ℂ, star U * U = 1 → A = U * D * star U →
      (A * A).trace = (D * D).trace := by
    intro U D hU h
    have hsq : A * A = U * (D * D) * star U := by
      calc A * A = U * D * (star U * U) * D * star U := by
            rw [h]; simp only [Matrix.mul_assoc]
        _ = U * (D * D) * star U := by
            rw [hU]; simp only [Matrix.mul_one, Matrix.mul_assoc]
    rw [hsq, Matrix.trace_mul_comm, ← Matrix.mul_assoc, hU, Matrix.one_mul]
  have hspec : A = (hA.eigenvectorUnitary : Matrix m m ℂ)
      * Matrix.diagonal (fun i => (hA.eigenvalues i : ℂ))
      * star (hA.eigenvectorUnitary : Matrix m m ℂ) := by
    have h := hA.spectral_theorem
    rw [Unitary.conjStarAlgAut_apply] at h
    exact h
  rw [key _ _ (Matrix.mem_unitaryGroup_iff'.1 hA.eigenvectorUnitary.2) hspec]
  simp [Matrix.diagonal_mul_diagonal, Matrix.trace_diagonal, pow_two]

/-- For a Hermitian matrix, twice the difference between rank(A) Tr(A²) and (Tr A)² is the
sum of squared differences of the nonzero eigenvalues. -/
theorem eigenvalue_spread {A : Matrix m m ℂ} (hA : A.IsHermitian) :
    ∑ i with hA.eigenvalues i ≠ 0, ∑ j with hA.eigenvalues j ≠ 0,
        (hA.eigenvalues i - hA.eigenvalues j) ^ 2
      = 2 * ((A.rank : ℝ) * (A * A).trace.re - A.trace.re ^ 2) := by
  have htr : A.trace = ∑ i, (hA.eigenvalues i : ℂ) := hA.trace_eq_sum_eigenvalues
  -- zero eigenvalues contribute to neither trace
  have h1 : ∑ i with hA.eigenvalues i ≠ 0, hA.eigenvalues i = A.trace.re := by
    rw [htr, Complex.re_sum, Finset.sum_filter_of_ne (fun i _ h => h)]
    simp only [Complex.ofReal_re]
  have h2 : ∑ i with hA.eigenvalues i ≠ 0, hA.eigenvalues i ^ 2 = (A * A).trace.re := by
    rw [trace_sq_eq_sum_eigenvalues hA, Complex.re_sum,
      Finset.sum_filter_of_ne (fun i _ h h0 => h (by rw [h0]; norm_num))]
    simp only [Complex.ofReal_re]
  rw [sum_sq_differences, h1, h2, hA.rank_eq_card_non_zero_eigs, Fintype.card_subtype]

end

end EigenvalueSpread
```

Compiling this gives:

```
Main.lean:60:6: error: Tactic `rewrite` failed: Did not find an occurrence of the pattern
  ∑ x ∈ ?m.262 with ∀ (h0 : ?m.274), False, ?m.264 x
in the target expression
  ∑ i with hA.eigenvalues i ≠ 0, hA.eigenvalues i ^ 2 = ∑ i, (↑(hA.eigenvalues i ^ 2)).re

m : Type u_1
inst✝¹ : Fintype m
inst✝ : DecidableEq m
A : Matrix m m ℂ
hA : A.IsHermitian
htr : A.trace = ∑ i, ↑(hA.eigenvalues i)
h1 : ∑ i with hA.eigenvalues i ≠ 0, hA.eigenvalues i = A.trace.re
⊢ ∑ i with hA.eigenvalues i ≠ 0, hA.eigenvalues i ^ 2 = ∑ i, (↑(hA.eigenvalues i ^ 2)).re
Main.lean:60:57: error: Invalid rewrite argument: Expected an equality or iff proof or definition name, but `h0` is a value of type
  ?m.274
```

What went wrong. Both errors come from using `Finset.sum_filter_of_ne` inside `rw` before its filter condition is known. Lean has to infer the condition from the function supplied, and the extra argument `h0` makes it "`h0` implies `False`", with the type of `h0` left open. The first message shows this pattern, which `rw` could not match to the filter `hA.eigenvalues i ≠ 0`. The second says that `rw [h0]` cannot work, since `h0` is not yet known to be an equation.

The repair states the needed equality first, as `hf`. Its type fixes both the filter and the summand, so `h0` now says that the eigenvalue is zero, and `h` that its square is not. `simp [h0]` proves that the square is zero, which contradicts `h`. The later `rw` uses the finished equation `hf`, whose left-hand side is the sum in the goal. Nothing in the messages shows that replacing `rw [h0]; norm_num` by `simp [h0]` was needed in itself; it is a shorter way to do the same step.

The change, after which it compiles:

```diff
@@ -57,6 +57,8 @@
     simp only [Complex.ofReal_re]
   have h2 : ∑ i with hA.eigenvalues i ≠ 0, hA.eigenvalues i ^ 2 = (A * A).trace.re := by
-    rw [trace_sq_eq_sum_eigenvalues hA, Complex.re_sum,
-      Finset.sum_filter_of_ne (fun i _ h h0 => h (by rw [h0]; norm_num))]
+    have hf : ∑ i with hA.eigenvalues i ≠ 0, hA.eigenvalues i ^ 2
+        = ∑ i, hA.eigenvalues i ^ 2 :=
+      Finset.sum_filter_of_ne fun i _ h h0 => h (by simp [h0])
+    rw [trace_sq_eq_sum_eigenvalues hA, Complex.re_sum, hf]
     simp only [Complex.ofReal_re]
   rw [sum_sq_differences, h1, h2, hA.rank_eq_card_non_zero_eigs, Fintype.card_subtype]
```
